# Dipole self-energy keeps a one-excitation, one-mode cavity Casida matrix positive definite

Take one electronic excitation coupled to one cavity mode, and leave the dipole self-energy out of the Casida equation. Once the coupling is strong enough, one of the squared excitation frequencies turns negative. The frequency is then imaginary, and the linear response grows exponentially instead of oscillating. With the self-energy kept, both squared frequencies are positive at every coupling strength.

In linear-response calculations for molecules in cavities, this bears on whether the self-energy may be neglected, though here only for a $2\times2$ model with a single excitation and a single mode.

In Lean 4 with Mathlib:

```lean
import Mathlib

open Matrix

namespace CavityCasida

noncomputable section
```

## Two matrices that differ by one term

Let $w$ be the frequency of the electronic excitation, $w_c$ that of the cavity mode, and $g$ the real coupling, which is the mode strength times the component of the transition dipole moment along the mode's polarisation. Units have $\hbar=1$, so $g^2$ is a frequency. The off-diagonal entry of the Casida matrix is

$$b=\sqrt{2w}\,w_c\,g .$$

```lean
/-- The matter-photon coupling entry of the cavity Casida matrix. -/
def coupling (w wc g : ℝ) : ℝ := √(2 * w) * wc * g
```

The dipole self-energy is the energy of the matter polarisation acting on itself through the mode. It adds $2wg^2$ to the matter entry:

$$M=\begin{pmatrix} w^2+2wg^2 & b\\ b & w_c^2\end{pmatrix}.$$

```lean
/-- The cavity Casida matrix for one electronic excitation `w` and one cavity mode `wc`,
with the dipole self-energy `2 w g²` in the matter entry. -/
def casida (w wc g : ℝ) : Matrix (Fin 2) (Fin 2) ℝ :=
  !![w ^ 2 + 2 * w * g ^ 2, coupling w wc g; coupling w wc g, wc ^ 2]
```

Index `0` is the matter coordinate and index `1` the photon coordinate. The entries are put in by definition: the file does not derive them from time-dependent density functional theory, and any exchange-correlation effect has to be contained in $w$ and $g$ already.

Dropping the self-energy leaves

$$M_0=\begin{pmatrix} w^2 & b\\ b & w_c^2\end{pmatrix}.$$

```lean
/-- The cavity Casida matrix with the dipole self-energy dropped. -/
def bareCasida (w wc g : ℝ) : Matrix (Fin 2) (Fin 2) ℝ :=
  !![w ^ 2, coupling w wc g; coupling w wc g, wc ^ 2]
```

The squared excitation frequencies are the eigenvalues, that is, the numbers $\mu$ with $Av=\mu v$ for some $v\neq0$.

```lean
/-- The number `μ` is an eigenvalue of `A`: some nonzero vector is scaled by `μ`. -/
def IsEigenvalue (A : Matrix (Fin 2) (Fin 2) ℝ) (μ : ℝ) : Prop :=
  ∃ v : Fin 2 → ℝ, v ≠ 0 ∧ A *ᵥ v = μ • v
```

For $M$ they will turn out to be the squares of two polariton frequencies. Write

$$P=(w+w_c)^2+2wg^2,\qquad Q=(w-w_c)^2+2wg^2 .$$

The upper frequency is $U=\tfrac12(\sqrt P+\sqrt Q)$.

```lean
/-- The upper polariton frequency. -/
def upper (w wc g : ℝ) : ℝ :=
  (√((w + wc) ^ 2 + 2 * w * g ^ 2) + √((w - wc) ^ 2 + 2 * w * g ^ 2)) / 2
```

The lower one is $L=\tfrac12(\sqrt P-\sqrt Q)$.

```lean
/-- The lower polariton frequency. -/
def lower (w wc g : ℝ) : ℝ :=
  (√((w + wc) ^ 2 + 2 * w * g ^ 2) - √((w - wc) ^ 2 + 2 * w * g ^ 2)) / 2
```

At this point $U$ and $L$ are only formulas; their link to the spectrum of $M$ is proved below.

## The secular equation and the determinant

The coupling enters the determinant and the secular equation through its square. For $w\ge0$ we have $(\sqrt{2w})^2=2w$, hence

$$b^2=2w\,w_c^2\,g^2 .$$

```lean
lemma coupling_sq {w : ℝ} (hw : 0 ≤ w) (wc g : ℝ) :
    coupling w wc g ^ 2 = 2 * w * wc ^ 2 * g ^ 2 := by
  unfold coupling
  rw [mul_pow, mul_pow, Real.sq_sqrt (show (0 : ℝ) ≤ 2 * w by positivity)]
```

For a symmetric matrix with diagonal entries $a,d$ and off-diagonal entry $b$, the equation $Av=\mu v$ is the same as $(A-\mu)v=0$. A nonzero solution exists exactly when $\det(A-\mu)=0$, which reads

$$(a-\mu)(d-\mu)=b^2 .$$

```lean
/-- The eigenvalues of a real symmetric two-by-two matrix are the roots of its
secular equation. -/
theorem isEigenvalue_iff (a b d μ : ℝ) :
    IsEigenvalue !![a, b; b, d] μ ↔ (a - μ) * (d - μ) = b ^ 2 := by
  have key : ∀ v : Fin 2 → ℝ,
      !![a, b; b, d] *ᵥ v = μ • v ↔ !![a - μ, b; b, d - μ] *ᵥ v = 0 := by
    intro v
    simp only [funext_iff, Fin.forall_fin_two]
    simp [Matrix.mulVec, dotProduct, Fin.sum_univ_two]
    constructor <;> rintro ⟨h1, h2⟩ <;> constructor <;> linarith
  unfold IsEigenvalue
  simp only [key]
  rw [Matrix.exists_mulVec_eq_zero_iff, Matrix.det_fin_two_of, sub_eq_zero, sq]
```

The inner statement `key` moves $\mu v$ to the left-hand side, component by component. Mathlib's `Matrix.exists_mulVec_eq_zero_iff` then supplies the determinant criterion.

For $M$ itself, again with $w\ge0$, the self-energy cancels the coupling in the determinant:

$$\det M=(w^2+2wg^2)w_c^2-2w\,w_c^2g^2=w^2w_c^2 .$$

```lean
/-- The determinant of the cavity Casida matrix does not depend on the coupling. -/
theorem casida_det {w : ℝ} (hw : 0 ≤ w) (wc g : ℝ) :
    (casida w wc g).det = w ^ 2 * wc ^ 2 := by
  unfold casida
  rw [Matrix.det_fin_two_of]
  linear_combination -(coupling_sq hw wc g)
```

## Stability at every coupling

Let $w\ge0$. Expand the quadratic form of $M$ and collect the terms containing $g$. The self-energy is the piece that completes the square:

$$x^{T}Mx=w^2x_0^2+2wg^2x_0^2+2\sqrt{2w}\,w_c\,g\,x_0x_1+w_c^2x_1^2
=w^2x_0^2+\left(\sqrt{2w}\,g\,x_0+w_cx_1\right)^2 .$$

```lean
/-- The quadratic form of the cavity Casida matrix is a matter square plus the square of
a displaced photon coordinate. -/
theorem casida_quadratic_form {w : ℝ} (hw : 0 ≤ w) (wc g : ℝ) (x : Fin 2 → ℝ) :
    x ⬝ᵥ casida w wc g *ᵥ x
      = w ^ 2 * x 0 ^ 2 + (√(2 * w) * g * x 0 + wc * x 1) ^ 2 := by
  have h := Real.sq_sqrt (show (0 : ℝ) ≤ 2 * w by positivity)
  unfold casida coupling
  generalize √(2 * w) = s at h ⊢
  simp [Matrix.mulVec, dotProduct, Fin.sum_univ_two]
  linear_combination (-(g ^ 2 * x 0 ^ 2)) * h
```

The proof replaces $\sqrt{2w}$ by a symbol `s` with $s^2=2w$, after which the identity is polynomial algebra.

Now let $w,w_c>0$ and $x\ne0$. If $x_0\neq0$, the first square is positive. If $x_0=0$, then $x_1\neq0$ and the form equals $(w_cx_1)^2>0$. So $M$ is positive definite, with no restriction on $g$.

```lean
/-- With the dipole self-energy the cavity Casida matrix is positive definite at every
coupling strength. -/
theorem casida_posDef {w wc : ℝ} (hw : 0 < w) (hc : 0 < wc) (g : ℝ) :
    (casida w wc g).PosDef := by
  rw [Matrix.posDef_iff_dotProduct_mulVec]
  refine ⟨Matrix.IsHermitian.ext fun i j => ?_, fun x hx => ?_⟩
  · fin_cases i <;> fin_cases j <;> simp [casida]
  · rw [star_trivial, casida_quadratic_form hw.le]
    by_cases h0 : x 0 = 0
    · -- a purely photonic displacement
      have h1 : x 1 ≠ 0 := fun h1 => hx (funext (Fin.forall_fin_two.2 ⟨h0, h1⟩))
      have e : w ^ 2 * 0 ^ 2 + (√(2 * w) * g * 0 + wc * x 1) ^ 2 = (wc * x 1) ^ 2 := by
        ring
      rw [h0, e]
      positivity
    · positivity
```

`PosDef` asks for symmetry as well as positivity. Symmetry is checked entry by entry, and the split on `x 0 = 0` is the case distinction just made.

## Polariton frequencies and their splitting

Let $w,w_c>0$. Since $P-Q=4ww_c>0$, we have $\sqrt P>\sqrt Q\ge0$, and both $L$ and $U$ are positive.

```lean
/-- Both polariton frequencies are positive. -/
theorem polariton_pos {w wc : ℝ} (hw : 0 < w) (hc : 0 < wc) (g : ℝ) :
    0 < lower w wc g ∧ 0 < upper w wc g := by
  have h : √((w - wc) ^ 2 + 2 * w * g ^ 2) < √((w + wc) ^ 2 + 2 * w * g ^ 2) :=
    Real.sqrt_lt_sqrt (by positivity) (by nlinarith [mul_pos hw hc])
  have h0 := Real.sqrt_nonneg ((w - wc) ^ 2 + 2 * w * g ^ 2)
  unfold lower upper
  constructor <;> linarith
```

Their squares and their product reproduce the trace of $M$ and the root of its determinant:

$$U^2+L^2=\frac{P+Q}{2}=w^2+w_c^2+2wg^2,\qquad UL=\frac{P-Q}{4}=ww_c .$$

The secular equation of $M$ is $\mu^2-(w^2+w_c^2+2wg^2)\mu+w^2w_c^2=0$. It therefore factors as

$$(\mu-U^2)(\mu-L^2)=0,$$

and the eigenvalues are exactly $U^2$ and $L^2$.

```lean
/-- The eigenvalues of the cavity Casida matrix are exactly the squares of the upper and
lower polariton frequencies. -/
theorem casida_eigenvalue_iff {w : ℝ} (hw : 0 ≤ w) (wc g μ : ℝ) :
    IsEigenvalue (casida w wc g) μ ↔ μ = upper w wc g ^ 2 ∨ μ = lower w wc g ^ 2 := by
  have hP := Real.sq_sqrt (show 0 ≤ (w + wc) ^ 2 + 2 * w * g ^ 2 by positivity)
  have hQ := Real.sq_sqrt (show 0 ≤ (w - wc) ^ 2 + 2 * w * g ^ 2 by positivity)
  -- trace and determinant in terms of the polariton frequencies
  have hsum : upper w wc g ^ 2 + lower w wc g ^ 2 = w ^ 2 + wc ^ 2 + 2 * w * g ^ 2 := by
    unfold upper lower
    linear_combination hP / 2 + hQ / 2
  have hprod : upper w wc g * lower w wc g = w * wc := by
    unfold upper lower
    linear_combination hP / 4 - hQ / 4
  unfold casida
  rw [isEigenvalue_iff, coupling_sq hw]
  generalize upper w wc g = U at *
  generalize lower w wc g = L at *
  constructor
  · intro h
    have hf : (μ - U ^ 2) * (μ - L ^ 2) = 0 := by
      linear_combination h - μ * hsum + (U * L + w * wc) * hprod
    rcases mul_eq_zero.1 hf with h | h
    · exact Or.inl (sub_eq_zero.1 h)
    · exact Or.inr (sub_eq_zero.1 h)
  · rintro (h | h)
    · rw [h]
      linear_combination U ^ 2 * hsum - (U * L + w * wc) * hprod
    · rw [h]
      linear_combination L ^ 2 * hsum - (U * L + w * wc) * hprod
```

The two identities are `hsum` and `hprod`. The forward direction builds the factored equation and reads off its roots; the backward direction substitutes each root into the secular equation. This theorem needs only $w\ge0$, but it is for $w,w_c>0$ that $U$ and $L$ are both positive and can be read as frequencies.

Under those conditions the square roots of the eigenvalues are $U$ and $L$ themselves, and

$$U-L=\sqrt Q=\sqrt{(w-w_c)^2+2wg^2}.$$

```lean
/-- At any detuning, the square roots of two distinct eigenvalues of the cavity Casida
matrix differ by `√((w - wc)² + 2 w g²)`. -/
theorem polariton_splitting {w wc g μ ν : ℝ} (hw : 0 < w) (hc : 0 < wc)
    (hμ : IsEigenvalue (casida w wc g) μ) (hν : IsEigenvalue (casida w wc g) ν)
    (hne : μ ≠ ν) : |√μ - √ν| = √((w - wc) ^ 2 + 2 * w * g ^ 2) := by
  obtain ⟨hL, hU⟩ := polariton_pos hw hc g
  have hd : upper w wc g - lower w wc g = √((w - wc) ^ 2 + 2 * w * g ^ 2) := by
    unfold upper lower
    ring
  rcases (casida_eigenvalue_iff hw.le wc g μ).1 hμ with h1 | h1 <;>
    rcases (casida_eigenvalue_iff hw.le wc g ν).1 hν with h2 | h2
  · exact absurd (h1.trans h2.symm) hne
  · rw [h1, h2, Real.sqrt_sq hU.le, Real.sqrt_sq hL.le, hd,
      abs_of_nonneg (Real.sqrt_nonneg _)]
  · rw [h1, h2, Real.sqrt_sq hU.le, Real.sqrt_sq hL.le, abs_sub_comm, hd,
      abs_of_nonneg (Real.sqrt_nonneg _)]
  · exact absurd (h1.trans h2.symm) hne
```

The theorem takes any two distinct eigenvalues `μ` and `ν`, in either order, which is why an absolute value appears. Of the four ways to match them with $U^2$ and $L^2$, two contradict distinctness and the other two give the splitting.

At resonance, $w_c=w$, the detuning vanishes and what remains is the Rabi splitting

$$U-L=\sqrt{2wg^2}=\sqrt{2w}\,|g| .$$

```lean
/-- Rabi splitting: at resonance the square roots of the two distinct eigenvalues differ
by `√(2 w) |g|`. -/
theorem resonant_rabi_splitting {w g μ ν : ℝ} (hw : 0 < w)
    (hμ : IsEigenvalue (casida w w g) μ) (hν : IsEigenvalue (casida w w g) ν)
    (hne : μ ≠ ν) : |√μ - √ν| = √(2 * w) * |g| := by
  rw [polariton_splitting hw hw hμ hν hne,
    show (w - w) ^ 2 + 2 * w * g ^ 2 = (2 * w) * g ^ 2 by ring,
    Real.sqrt_mul (show (0 : ℝ) ≤ 2 * w by positivity), Real.sqrt_sq_eq_abs]
```

For $g=0$ at resonance the two eigenvalues coincide, so the hypothesis `μ ≠ ν` cannot be met and the statement is empty there. For $g\neq0$ there are two distinct eigenvalues, and the splitting is linear in $|g|$ at fixed $w$.

## Instability without the self-energy

Let $w,w_c>0$ again. For $M_0$ the secular equation is

$$\mu^2-(w^2+w_c^2)\mu+w\,w_c^2\,(w-2g^2)=0 .$$

Suppose $\mu<0$ is a root while $2g^2\le w$. Then the first two terms are positive and the third is non-negative, so the sum cannot vanish. A negative eigenvalue therefore forces $2g^2>w$.

Conversely, let $2g^2>w$ and put $D=(w^2-w_c^2)^2+8w\,w_c^2g^2$. Then

$$D-(w^2+w_c^2)^2=4w\,w_c^2(2g^2-w)>0,$$

so $\sqrt D>w^2+w_c^2$, and the lower root

$$\mu_-=\tfrac12\left(w^2+w_c^2-\sqrt D\right)$$

is negative.

```lean
/-- Without the dipole self-energy the Casida matrix has a negative eigenvalue exactly
when `2 g² > w`. -/
theorem bareCasida_unstable_iff {w wc : ℝ} (hw : 0 < w) (hc : 0 < wc) (g : ℝ) :
    (∃ μ < 0, IsEigenvalue (bareCasida w wc g) μ) ↔ w < 2 * g ^ 2 := by
  simp only [bareCasida, isEigenvalue_iff, coupling_sq hw.le]
  constructor
  · rintro ⟨μ, hμ, h⟩
    by_contra hg
    have h1 : 0 < -μ * (w ^ 2 + wc ^ 2) := mul_pos (by linarith) (by positivity)
    have h2 : 0 ≤ w * wc ^ 2 * (w - 2 * g ^ 2) :=
      mul_nonneg (by positivity) (by linarith)
    nlinarith [sq_nonneg μ]
  · intro hg
    -- the lower root of the secular equation is negative
    have h1 : 0 < w * wc ^ 2 * (2 * g ^ 2 - w) := mul_pos (by positivity) (by linarith)
    have hr := Real.sq_sqrt
      (show 0 ≤ (w ^ 2 - wc ^ 2) ^ 2 + 8 * w * wc ^ 2 * g ^ 2 by positivity)
    have hlt : w ^ 2 + wc ^ 2 < √((w ^ 2 - wc ^ 2) ^ 2 + 8 * w * wc ^ 2 * g ^ 2) :=
      Real.lt_sqrt_of_sq_lt (by nlinarith)
    refine ⟨(w ^ 2 + wc ^ 2 - √((w ^ 2 - wc ^ 2) ^ 2 + 8 * w * wc ^ 2 * g ^ 2)) / 2,
      by linarith, ?_⟩
    linear_combination hr / 4

end

end CavityCasida
```

The first half of the proof collects the signs of the three terms and lets `nlinarith` find the contradiction. The second half supplies $\mu_-$ as the witness, with `hlt` giving its sign and the last line confirming that it solves the secular equation. The threshold does not involve $w_c$: in this model, tuning the cavity to another positive frequency at fixed $g$ neither causes nor cures the instability. At $2g^2=w$ exactly, the constant term vanishes and the lower eigenvalue is zero, which is why the inequality in the theorem is strict.

```lean
#print axioms CavityCasida.casida_det
#print axioms CavityCasida.casida_posDef
#print axioms CavityCasida.resonant_rabi_splitting
#print axioms CavityCasida.bareCasida_unstable_iff
```

```
'CavityCasida.casida_det' depends on axioms: [propext, Classical.choice, Quot.sound]
'CavityCasida.casida_posDef' depends on axioms: [propext, Classical.choice, Quot.sound]
'CavityCasida.resonant_rabi_splitting' depends on axioms: [propext, Classical.choice, Quot.sound]
'CavityCasida.bareCasida_unstable_iff' depends on axioms: [propext, Classical.choice, Quot.sound]
```
